# The zero-magnetisation strings of 2n spins fall into n+1 classes of Catalan size

Four spins one half have six strings with zero magnetisation. Read each string as a path from height 0, with a step up for ↑ and a step down for ↓, and count the steps that lie above the axis:

- four steps above: ↑↑↓↓, ↑↓↑↓
- two steps above: ↑↓↓↑, ↓↑↑↓
- none above: ↓↓↑↑, ↓↑↓↑

Each class has two members. In the middle class one path starts with an excursion above the axis and the other with one below. From one class to the next the numbers of paths of these two kinds change, but their sum stays fixed.

**Claim.** For $0\le k\le n$, exactly $C_n=\frac{1}{n+1}\binom{2n}{n}$ zero-magnetisation strings of $2n$ spins have $2k$ steps above the axis, and these classes exhaust the sector.

## Cutting a path at its first return

Let $N_m(h,a)$ be the number of $m$-step paths from height $h$ to 0 with $a$ steps above the axis. Let $F_m$ be the number of paths from height 1 that first reach 0 after $m$ steps; it vanishes for even $m$. Splitting off the first step gives

$$N_{m+1}(0,a)=N_m(1,a-1)+N_m(-1,a).$$

Cut each remaining path at its first arrival at 0, after $p$ steps. These steps all lie above the axis in the first case and below it in the second:

$$N_m(1,a)=\sum_{p+q=m}F_pN_q(0,a-p),\qquad N_m(-1,a)=\sum_{p+q=m}F_pN_q(0,a).$$

We show by strong induction that $N_m(0,a)=F_{m+1}$ for even $a$ with $0\le a\le m$, and 0 otherwise. For $m=0$ this is $F_1=1$. For $m+1$ steps and an allowed $a$, the induction hypothesis turns the upward part into the sum of $F_pF_{q+1}$ over $p+q=m$ with $p<a$. The downward part is the same sum restricted to $a\le q$. Rename $q+1$ as $q$ in the first sum; in the second, call $q+1$ the new $p$ and the old $p$ the new $q$. Then

$$N_{m+1}(0,a)=\sum_{\substack{p+q=m+1\\p<a}}F_pF_q+\sum_{\substack{p+q=m+1\\p>a}}F_pF_q=\sum_{p+q=m+1}F_pF_q=F_{m+2}.$$

The missing term $p=a$ is zero because $a$ is even. The last equality holds because a first passage from height 1 in $m+2$ steps must begin by rising to 2, and then descends one level twice. For other $a$ both parts vanish.

A step above the axis changes $\max(h,0)$ by one, and a step below leaves it unchanged. A closed path therefore has an even number of steps above, so the $n+1$ classes fill the sector. Hence $(n+1)F_{2n+1}=\binom{2n}{n}$, and $F_{2n+1}=C_n$.

## Strings, heights and classes in Lean

```lean
import Mathlib

open Finset

namespace ChungFeller
```

`true` is spin up. The values are $\pm1$, so `magnetisation` is twice the quantum number of $S_z$.

```lean
/-- The step of the path belonging to one spin: `+1` for spin up, `-1` for spin down. -/
def spin : Bool → ℤ
  | true => 1
  | false => -1

/-- The magnetisation of a spin string: spins up minus spins down. -/
def magnetisation (l : List Bool) : ℤ := (l.map spin).sum
```

The condition in `stepsAbove` tests the sign of twice the midpoint height.

```lean
/-- The number of steps above the axis, for the path that starts at height `h`;
a step lies above the axis when its midpoint does. -/
def stepsAbove : ℤ → List Bool → ℕ
  | _, [] => 0
  | h, b :: l => (if 0 < h + (h + spin b) then 1 else 0) + stepsAbove (h + spin b) l
```

A string is a function `Fin (2 * n) → Bool`, so the order of the spins is fixed; `List.ofFn` lists its values.

```lean
/-- The strings of `2n` spins with zero magnetisation. -/
def zeroSector (n : ℕ) : Finset (Fin (2 * n) → Bool) :=
  univ.filter fun s => magnetisation (List.ofFn s) = 0

/-- The zero-magnetisation strings of `2n` spins whose path from height `0` has exactly
`2k` steps above the axis. -/
def spinClass (n k : ℕ) : Finset (Fin (2 * n) → Bool) :=
  univ.filter fun s => magnetisation (List.ofFn s) = 0 ∧ stepsAbove 0 (List.ofFn s) = 2 * k
```

`count m h a` is $N_m(h,a)$, with integer $a$ so that subtraction is harmless. `firstPassage m h` is defined by its recursion, and `firstPassage m 1` is $F_m$.

```lean
/-- The number of paths of `m` steps from height `h` to `0` with `a` steps above the axis. -/
def count (m : ℕ) (h a : ℤ) : ℕ :=
  (univ.filter fun s : Fin m → Bool =>
    h + magnetisation (List.ofFn s) = 0 ∧ (stepsAbove h (List.ofFn s) : ℤ) = a).card

/-- The number of paths from height `h` that first reach `0` after `m` steps, given by its
recursion in the first step. -/
def firstPassage : ℕ → ℕ → ℕ
  | 0, 0 => 1
  | 0, _ + 1 => 0
  | _ + 1, 0 => 0
  | m + 1, h + 1 => firstPassage m (h + 2) + firstPassage m h
```

## The recursion and the cut

Splitting off the first spin is a bijection of strings, which gives the step recursion.

```lean
/-- The path count for no steps, and its recursion when the first spin is split off. -/
theorem count_rec (m : ℕ) (h a : ℤ) :
    count 0 h a = (if h = 0 ∧ 0 = a then 1 else 0) ∧
    count (m + 1) h a =
      ∑ b, count m (h + spin b) (a - if 0 < h + (h + spin b) then 1 else 0) := by
  unfold count
  constructor
  · rw [Finset.card_filter, Fintype.sum_unique]
    exact if_congr (by simp [magnetisation, stepsAbove]) rfl rfl
  · simp only [Finset.card_filter]
    rw [← (Fin.consEquiv (fun _ : Fin (m + 1) => Bool)).sum_comp, Fintype.sum_prod_type]
    refine sum_congr rfl fun b _ => sum_congr rfl fun s _ => if_congr ?_ rfl rfl
    have e : List.ofFn (Fin.consEquiv (fun _ : Fin (m + 1) => Bool) (b, s))
        = b :: List.ofFn s := by
      rw [List.ofFn_succ]; rfl
    rw [e]
    refine and_congr ?_ ?_
    · simp only [magnetisation, List.map_cons, List.sum_cons, add_assoc]
    · simp only [stepsAbove]
      split_ifs <;> omega
```

The next lemma makes the cut for any array `G` with this recursion, by induction on the time. The cost `e` is 1 above the axis and 0 below.

```lean
/-- An array that vanishes at time `0` off the axis and obeys the free step recursion there,
each step costing `e`, splits at the first arrival at height `0`. -/
theorem first_passage_decomposition (G : ℕ → ℕ → ℤ → ℕ) (e : ℤ)
    (h0 : ∀ h a, G 0 (h + 1) a = 0)
    (hs : ∀ m h a, G (m + 1) (h + 1) a = G m (h + 2) (a - e) + G m h (a - e)) :
    ∀ m h a, G m h a =
      ∑ p ∈ antidiagonal m, firstPassage p.1 h * G p.2 0 (a - e * (p.1 : ℤ)) := by
  intro m
  induction m with
  | zero => intro h a; cases h <;> simp [firstPassage, h0]
  | succ m ih =>
    intro h a
    rw [Finset.Nat.sum_antidiagonal_succ]
    cases h with
    | zero => simp [firstPassage]
    | succ h =>
      rw [hs, ih, ih, ← sum_add_distrib]
      simp only [firstPassage, zero_mul, zero_add]
      refine sum_congr rfl fun p _ => ?_
      rw [show a - e * ((p.1 + 1 : ℕ) : ℤ) = a - e - e * (p.1 : ℤ) by push_cast; ring]
      ring

/-- First passage from height `h` to `0` is impossible when time and height differ in parity. -/
theorem firstPassage_parity : ∀ m h, (m + h) % 2 = 1 → firstPassage m h = 0
  | 0, 0, hh => by omega
  | 0, _ + 1, _ => rfl
  | _ + 1, 0, _ => rfl
  | m + 1, h + 1, hh => by
    have h1 := firstPassage_parity m (h + 2) (by omega)
    have h2 := firstPassage_parity m h (by omega)
    simp [firstPassage, h1, h2]

/-- Paths from height `1` and from height `-1` split at their first return to the axis; only
in the first case do the steps before the return count as lying above. -/
theorem count_first_return (m : ℕ) (a : ℤ) :
    count m 1 a = ∑ p ∈ antidiagonal m, firstPassage p.1 1 * count p.2 0 (a - (p.1 : ℤ)) ∧
    count m (-1) a = ∑ p ∈ antidiagonal m, firstPassage p.1 1 * count p.2 0 a := by
  have u : spin true = 1 := rfl
  have d : spin false = -1 := rfl
  constructor
  · simpa using first_passage_decomposition (fun m h a => count m (h : ℤ) a) 1
      (by intro h a; exact (count_rec 0 _ _).1.trans (if_neg (by omega)))
      (by
        intro m h a
        have t := (count_rec m ((h : ℤ) + 1) a).2
        rw [Fintype.sum_bool,
          if_pos (by omega : (0 : ℤ) < (h : ℤ) + 1 + ((h : ℤ) + 1 + spin true)),
          if_pos (by omega : (0 : ℤ) < (h : ℤ) + 1 + ((h : ℤ) + 1 + spin false))] at t
        convert t using 3 <;> omega) m 1 a
  · simpa using first_passage_decomposition (fun m h a => count m (-(h : ℤ)) a) 0
      (by intro h a; exact (count_rec 0 _ _).1.trans (if_neg (by omega)))
      (by
        intro m h a
        have t := (count_rec m (-(h : ℤ) - 1) a).2
        rw [Fintype.sum_bool,
          if_neg (by omega : ¬ (0 : ℤ) < -(h : ℤ) - 1 + (-(h : ℤ) - 1 + spin true)),
          if_neg (by omega : ¬ (0 : ℤ) < -(h : ℤ) - 1 + (-(h : ℤ) - 1 + spin false))] at t
        convert t.trans (add_comm _ _) using 3 <;> omega) m 1 a
```

## Complementary parts of one convolution

Here `conv` is the double descent, and `A` and `B` are the upward and downward parts. `omega` checks that their index ranges are complementary.

```lean
/-- The number of closed paths of `m` steps with `a` steps above the axis is the same for
every even `a` from `0` to `m`, and zero for all other `a`. -/
theorem count_closed (m : ℕ) : ∀ a : ℤ, count m 0 a =
    if 0 ≤ a ∧ a ≤ (m : ℤ) ∧ a % 2 = 0 then firstPassage (m + 1) 1 else 0 := by
  induction m using Nat.strong_induction_on with
  | h m ih =>
    intro a
    cases m with
    | zero => exact (count_rec 0 0 a).1.trans (if_congr (by omega) rfl rfl)
    | succ m =>
      have z : firstPassage 0 1 = 0 := rfl
      have s : count (m + 1) 0 a = count m 1 (a - 1) + count m (-1) a := by
        simpa [spin] using (count_rec m 0 a).2
      -- a descent by two levels is two successive descents by one level
      have conv : firstPassage (m + 1 + 1) 1 =
          ∑ p ∈ antidiagonal (m + 1), firstPassage p.1 1 * firstPassage p.2 1 :=
        first_passage_decomposition (fun m h _ => firstPassage m (h + 1)) 0
          (fun _ _ => rfl) (fun _ _ _ => rfl) (m + 1) 1 0
      -- first excursion above the axis
      have A : ∑ p ∈ antidiagonal m, firstPassage p.1 1 * count p.2 0 (a - 1 - (p.1 : ℤ))
          = ∑ p ∈ antidiagonal (m + 1), if (p.1 : ℤ) < a ∧ a ≤ (m : ℤ) + 1 ∧ a % 2 = 0
              then firstPassage p.1 1 * firstPassage p.2 1 else 0 := by
        rw [Finset.Nat.sum_antidiagonal_succ']
        simp only [z, mul_zero, ite_self, zero_add]
        refine sum_congr rfl fun p hp => ?_
        have hp' := mem_antidiagonal.mp hp
        rcases Nat.mod_two_eq_zero_or_one p.1 with e | e
        · simp [firstPassage_parity p.1 1 (by omega)]
        · rw [ih p.2 (by omega), mul_ite, mul_zero]
          exact if_congr (by omega) rfl rfl
      -- first excursion below the axis, with the two durations exchanged
      have B : ∑ p ∈ antidiagonal m, firstPassage p.1 1 * count p.2 0 a
          = ∑ p ∈ antidiagonal (m + 1), if 0 ≤ a ∧ a < (p.1 : ℤ) ∧ a % 2 = 0
              then firstPassage p.1 1 * firstPassage p.2 1 else 0 := by
        rw [← Finset.Nat.sum_antidiagonal_swap (n := m + 1), Finset.Nat.sum_antidiagonal_succ']
        simp only [Prod.fst_swap, Prod.snd_swap, z, zero_mul, ite_self, zero_add]
        refine sum_congr rfl fun p hp => ?_
        have hp' := mem_antidiagonal.mp hp
        rw [ih p.2 (by omega), mul_ite, mul_zero, mul_comm (firstPassage p.1 1)]
        exact if_congr (by omega) rfl rfl
      rw [s, (count_first_return _ _).1, (count_first_return _ _).2, A, B, ← sum_add_distrib]
      -- the two contributions are complementary parts of one convolution
      by_cases hk : 0 ≤ a ∧ a ≤ ((m + 1 : ℕ) : ℤ) ∧ a % 2 = 0
      · rw [if_pos hk, conv]
        refine sum_congr rfl fun p _ => ?_
        rcases Nat.mod_two_eq_zero_or_one p.1 with e | e
        · simp [firstPassage_parity p.1 1 (by omega)]
        · split_ifs <;> omega
      · rw [if_neg hk]
        refine sum_eq_zero fun p hp => ?_
        have hp' := mem_antidiagonal.mp hp
        split_ifs <;> omega
```

## From equal classes to Catalan numbers

The parity argument is an induction along the string, for arbitrary end heights.

```lean
/-- The number of steps above the axis is at most the number of spins, and its parity is fixed
by the positive parts of the initial and final heights. -/
theorem stepsAbove_parity (l : List Bool) : ∀ h : ℤ, stepsAbove h l ≤ l.length ∧
    ((stepsAbove h l : ℤ) + max h 0 + max (h + magnetisation l) 0) % 2 = 0 := by
  induction l with
  | nil =>
    intro h
    simp only [stepsAbove, magnetisation, List.map_nil, List.sum_nil, List.length_nil]
    omega
  | cons b l ih =>
    intro h
    have t := ih (h + spin b)
    have v : spin b = 1 ∨ spin b = -1 := by cases b <;> simp [spin]
    simp only [stepsAbove, magnetisation, List.map_cons, List.sum_cons, List.length_cons] at t ⊢
    split_ifs <;> omega
```

The sector is counted by matching each string with its set of $n$ up spins.

```lean
/-- The zero-magnetisation sector of `2n` spins has `(2n choose n)` strings. -/
theorem zeroSector_card (n : ℕ) : (zeroSector n).card = n.centralBinom := by
  have key : ∀ s : Fin (2 * n) → Bool, magnetisation (List.ofFn s)
      = 2 * ((univ.filter fun i => s i = true).card : ℤ) - 2 * n := by
    intro s
    have e : ∀ b, spin b = 2 * (if b = true then 1 else 0) - 1 := by
      intro b; cases b <;> simp [spin]
    simp only [magnetisation, List.map_ofFn, List.sum_ofFn, Function.comp_apply, e]
    rw [sum_sub_distrib, ← mul_sum, sum_boole]
    simp
  -- a string is determined by the set of its up spins
  have c : (zeroSector n).card = (powersetCard n (univ : Finset (Fin (2 * n)))).card := by
    refine Finset.card_bij' (fun s _ => univ.filter fun i => s i = true)
      (fun t _ i => decide (i ∈ t)) ?_ ?_ ?_ ?_
    · intro s hs
      have h := (mem_filter.mp hs).2
      rw [key] at h
      exact mem_powersetCard.mpr ⟨subset_univ _, by omega⟩
    · intro t ht
      refine mem_filter.mpr ⟨mem_univ _, ?_⟩
      rw [key]
      simp [(mem_powersetCard.mp ht).2]
    · intro s _; funext i; simp
    · intro t _; ext i; simp
  rw [c, card_powersetCard, card_univ, Fintype.card_fin, Nat.centralBinom]
```

In the final theorem, `split` is the exhaustion, `cls` the equal size, and `tot` and `eq` compare the total with $(n+1)C_n$.

```lean
/-- Chung-Feller theorem: the classes with `2k` steps above the axis, `k = 0, ..., n`, exhaust
the zero-magnetisation strings of `2n` spins, and each has exactly Catalan(n) members. -/
theorem chung_feller (n : ℕ) :
    zeroSector n = (range (n + 1)).biUnion (spinClass n) ∧
    ∀ k ≤ n, (spinClass n k).card = catalan n := by
  have split : zeroSector n = (range (n + 1)).biUnion (spinClass n) := by
    ext s
    simp only [zeroSector, spinClass, mem_biUnion, mem_range, mem_filter, mem_univ, true_and]
    constructor
    · intro hs
      have t := stepsAbove_parity (List.ofFn s) 0
      rw [hs, List.length_ofFn] at t
      exact ⟨stepsAbove 0 (List.ofFn s) / 2, by omega, hs, by omega⟩
    · rintro ⟨k, _, hs, _⟩
      exact hs
  -- all classes are equally large
  have cls : ∀ k ≤ n, (spinClass n k).card = firstPassage (2 * n + 1) 1 := by
    intro k hk
    refine Eq.trans ?_ ((count_closed (2 * n) (2 * (k : ℤ))).trans (if_pos (by omega)))
    refine congrArg Finset.card (Finset.filter_congr fun s _ => ?_)
    rw [zero_add]
    exact and_congr Iff.rfl (by omega)
  -- their common size follows from the size of the sector
  have tot : (zeroSector n).card = (n + 1) * firstPassage (2 * n + 1) 1 := by
    rw [split, Finset.card_biUnion]
    · rw [sum_congr rfl fun j hj => cls j (by have := mem_range.mp hj; omega),
        sum_const, card_range, smul_eq_mul]
    · intro i _ j _ hij
      refine Finset.disjoint_left.mpr fun s hi hj => hij ?_
      have a := (mem_filter.mp hi).2.2
      have b := (mem_filter.mp hj).2.2
      omega
  have eq : (n + 1) * firstPassage (2 * n + 1) 1 = (n + 1) * catalan n := by
    rw [← tot, zeroSector_card, succ_mul_catalan_eq_centralBinom]
  exact ⟨split, fun k hk => (cls k hk).trans (Nat.eq_of_mul_eq_mul_left n.succ_pos eq)⟩

end ChungFeller
```

```lean
#print axioms ChungFeller.chung_feller
```

```
'ChungFeller.chung_feller' depends on axioms: [propext, Classical.choice, Quot.sound]
```

## Singlets and first returns

The strings label the product basis of the $S_z=0$ sector; that identification is made outside Lean. The class $k=n$, whose paths never go below the axis, has as many members as $2n$ spins have independent singlets, though the theorem counts labels and constructs no spin eigenfunctions.

The same cut also counts first returns. A path leaving 0 steps to $\pm1$ and then needs a first passage, so $2F_{2n+1}=2C_n$ strings of $2n+2$ spins return to the axis only at their last step.
